# The derivative of det(1 + yG) where 1 + yG is invertible

For a finite real square matrix G and a real number x at which 1 + xG is invertible, the lemma says that det(1 + yG), as a function of y, has derivative det(1 + xG) · tr(G(1 + xG)⁻¹) at y = x. In physics such a determinant arises when G = ZᵀZ for a real matrix Z of Thouless amplitudes: the coefficient of yᵏ is then the total weight of the k-fold excitations in the unnormalised Slater determinant. The lemma itself is pure matrix calculus and does not require G to have this form. The proof factors out det(1 + xG), writes the remaining determinant as 1 plus a term linear in y − x plus a polynomial multiple of (y − x)², and differentiates at y = x.

Lean 4 with Mathlib refuses this proof:

```lean
import Mathlib

open Matrix

namespace ThoulessExcitationNumber

noncomputable section

variable {m n : Type*} [Fintype m] [Fintype n] [DecidableEq n]

/-- Jacobi's formula along the line `1 + y G`, at a point where this matrix is invertible. -/
theorem hasDerivAt_det (G : Matrix n n ℝ) (x : ℝ) (h : IsUnit (1 + x • G).det) :
    HasDerivAt (fun y : ℝ => (1 + y • G).det)
      ((1 + x • G).det * trace (G * (1 + x • G)⁻¹)) x := by
  -- factor out the matrix at the base point
  have hfac : ∀ y : ℝ, (1 + y • G).det =
      (1 + x • G).det * (1 + (y - x) • ((1 + x • G)⁻¹ * G)).det := by
    intro y
    rw [← det_mul, Matrix.mul_add, Matrix.mul_one, Matrix.mul_smul, ← Matrix.mul_assoc,
      mul_nonsing_inv _ h, Matrix.one_mul]
    congr 1
    module
  -- expand the remaining determinant to first order
  obtain ⟨q, hq⟩ : ∃ q : Polynomial ℝ, ∀ r : ℝ, (1 + r • ((1 + x • G)⁻¹ * G)).det =
      1 + trace ((1 + x • G)⁻¹ * G) * r + q.eval r * r ^ 2 :=
    ⟨_, fun r => det_one_add_smul r _⟩
  have hs : HasDerivAt (fun y : ℝ => y - x) 1 x := (hasDerivAt_id' x).sub_const x
  have hqd : HasDerivAt (fun y : ℝ => q.eval (y - x)) (q.derivative.eval (x - x) * 1) x :=
    (q.hasDerivAt (x - x)).comp x hs
  have key := (((hs.const_mul (trace ((1 + x • G)⁻¹ * G))).const_add 1).fun_add
    (hqd.fun_mul (hs.fun_pow 2))).const_mul (1 + x • G).det
  have hfun : (fun y : ℝ => (1 + y • G).det) = fun y : ℝ => (1 + x • G).det *
      (1 + trace ((1 + x • G)⁻¹ * G) * (y - x) + q.eval (y - x) * (y - x) ^ 2) :=
    funext fun y => by rw [hfac y, hq]
  rw [hfun]
  refine key.congr_deriv ?_
  rw [trace_mul_comm G]
  simp

end

end ThoulessExcitationNumber
```

The error:

```
Main.lean:29:34: error: Application type mismatch: The argument
  hs
has type
  HasDerivAt (fun y => y - x) 1 x
but is expected to have type
  HasDerivAt (HSub.hSub x) ?m.423 x
in the application
  HasDerivAt.comp x (Polynomial.hasDerivAt q (x - x)) hs
```

The error is in the chain rule for `q.eval (y - x)`. `HasDerivAt.comp` wants the outer derivative at a point of the form `h x`, where `h` is the inner function. Here that point is given as `x - x`, and Lean has to work out `h` from it. Since `x - x` is `HSub.hSub x` applied to `x`, Lean takes `h` to be `HSub.hSub x`, the function that sends y to x − y. The intended inner function sends y to y − x. The two agree at y = x but are different functions, so `hs` is rejected.

The repair uses `HasDerivAt.comp_of_eq`, which lets the outer derivative be taken at any point and asks for a separate proof that this point equals the inner function's value at `x`. The inner function can now be read from `hs`, and `rfl` proves the equality, because `fun y => y - x` applied to `x` reduces to `x - x`.

The change, after which it compiles:

```diff
@@ -27,5 +27,5 @@
   have hs : HasDerivAt (fun y : ℝ => y - x) 1 x := (hasDerivAt_id' x).sub_const x
   have hqd : HasDerivAt (fun y : ℝ => q.eval (y - x)) (q.derivative.eval (x - x) * 1) x :=
-    (q.hasDerivAt (x - x)).comp x hs
+    (q.hasDerivAt (x - x)).comp_of_eq x hs rfl
   have key := (((hs.const_mul (trace ((1 + x • G)⁻¹ * G))).const_add 1).fun_add
     (hqd.fun_mul (hs.fun_pow 2))).const_mul (1 + x • G).det
```
